# In a given solvent, resonance wavelength and metal fix the sensitivity of a small lossless Drude particle

**Q.** A small metal particle sits in a solvent of refractive index $n$. Suppose its plasmon resonance wavelength $x$ obeys $x^2 = 4 + 12n^2$ in some unit of length, so that it resonates at $x = 4$ when $n = 1$. How far does the resonance move if I change the solvent slightly?

**A.** Differentiate: $2x\,x' = 24n$, so $x' = 3$ at $n = 1$. If $x$ were proportional to $n$, the slope would be $x/n = 4$. The constant 4 in $x^2$ belongs to the metal and does not respond to the solvent, and that lowers the slope from 4 to 3.

**Q.** Where does such a law come from, and what stands for the particle in Lean?

**A.** Three positive numbers describe the particle. The background permittivity $\varepsilon_\infty$ (`einf`) represents the polarisation of the bound electrons. The plasma wavelength $\ell$ (`lp`, usually written $\lambda_p$) is $2\pi c/\omega_p$, with $c$ the speed of light and $\omega_p$ the bare plasma frequency set by the density and effective mass of the free electrons, not the screened one. The shape factor $k$ carries the geometry and the direction of the field. It is not a wavenumber; for a sphere in the quasi-static limit it equals 2.

```lean
import Mathlib

open Real

namespace PlasmonicSensitivity

noncomputable section

/-- A small Drude-metal particle: background permittivity `einf`, plasma wavelength `lp`
and shape factor `k`, all positive. -/
structure DrudeParticle where
  einf : ℝ
  lp : ℝ
  k : ℝ
  einf_pos : 0 < einf
  lp_pos : 0 < lp
  k_pos : 0 < k
```

**Q.** And the optics?

**A.** The Drude permittivity without damping is $\varepsilon_\infty - \omega_p^2/\omega^2$ at angular frequency $\omega$. In terms of the vacuum wavelength $x$ this is $\varepsilon_\infty - x^2/\ell^2$.

```lean
/-- The lossless Drude permittivity of the metal at vacuum wavelength `x`. -/
def DrudeParticle.permittivity (p : DrudeParticle) (x : ℝ) : ℝ :=
  p.einf - x ^ 2 / p.lp ^ 2
```

A small particle resonates when the metal's permittivity equals $-k$ times that of the solvent, which is $n^2$ for a transparent, non-magnetic liquid. The predicate `IsResonant` states this condition and requires $x > 0$.

```lean
/-- The positive wavelength `x` is a plasmon resonance in a solvent of refractive index `n`:
the metal permittivity equals `-k n²`. -/
def DrudeParticle.IsResonant (p : DrudeParticle) (n x : ℝ) : Prop :=
  0 < x ∧ p.permittivity x = -p.k * n ^ 2
```

**Q.** I would worry if the answer had simply been put in as a definition.

**A.** The closed formula is a definition, but a separate one, and it has to be shown to solve the resonance condition.

```lean
/-- The closed formula `lp √(einf + k n²)` for the resonance wavelength. -/
def DrudeParticle.wavelength (p : DrudeParticle) (n : ℝ) : ℝ :=
  p.lp * √(p.einf + p.k * n ^ 2)
```

By hand, $\varepsilon_\infty - x^2/\ell^2 = -kn^2$ rearranges to
$$x^2 = \ell^2(\varepsilon_\infty + kn^2).$$
The right side is positive, so there is exactly one positive root, $x = \ell\sqrt{\varepsilon_\infty + kn^2}$. The first two lemmas record that this expression is positive and that its square is the right side above. The second uses `Real.sq_sqrt`, which needs a non-negative radicand.

```lean
/-- The resonance wavelength is positive. -/
theorem DrudeParticle.wavelength_pos (p : DrudeParticle) (n : ℝ) : 0 < p.wavelength n := by
  have he := p.einf_pos
  have hl := p.lp_pos
  have hk := p.k_pos
  unfold DrudeParticle.wavelength
  positivity

/-- The squared resonance wavelength is linear in the squared refractive index. -/
theorem DrudeParticle.wavelength_sq (p : DrudeParticle) (n : ℝ) :
    p.wavelength n ^ 2 = p.lp ^ 2 * (p.einf + p.k * n ^ 2) := by
  have he := p.einf_pos
  have hk := p.k_pos
  have h0 : 0 ≤ p.einf + p.k * n ^ 2 := by positivity
  rw [DrudeParticle.wavelength, mul_pow, Real.sq_sqrt h0]
```

The next theorem is the link you asked for: `IsResonant` holds for $x$ exactly when $x$ is `p.wavelength n`. In the forward direction the proof clears the denominator $\ell^2$ with `div_eq_iff`, then uses `sq_eq_sq₀` to conclude that two positive numbers with equal squares are equal. The reverse direction substitutes the formula into the condition.

```lean
/-- The resonance condition has exactly one positive solution, given by the closed formula. -/
theorem DrudeParticle.isResonant_iff (p : DrudeParticle) (n x : ℝ) :
    p.IsResonant n x ↔ x = p.wavelength n := by
  have hl : p.lp ^ 2 ≠ 0 := pow_ne_zero 2 p.lp_pos.ne'
  constructor
  · rintro ⟨hx, h⟩
    unfold DrudeParticle.permittivity at h
    have h1 : x ^ 2 / p.lp ^ 2 = p.einf + p.k * n ^ 2 := by linear_combination -h
    rw [div_eq_iff hl] at h1
    -- two positive numbers with equal squares coincide
    refine (sq_eq_sq₀ hx.le (p.wavelength_pos n).le).mp ?_
    rw [p.wavelength_sq]
    linear_combination h1
  · rintro rfl
    refine ⟨p.wavelength_pos n, ?_⟩
    rw [DrudeParticle.permittivity, p.wavelength_sq, mul_div_cancel_left₀ _ hl]
    ring
```

**Q.** This holds for every real $n$, even zero or negative.

**A.** Yes, since only $n^2$ enters. The results on sensitivity assume $n > 0$, as any solvent satisfies.

**Q.** Then derive the sensitivity for me.

**A.** By the chain rule,
$$x' = \ell\,\frac{2kn}{2\sqrt{\varepsilon_\infty + kn^2}} = \frac{\ell^2 k n}{x}.$$
The resonance condition gives $\ell^2kn^2 = x^2 - \varepsilon_\infty\ell^2$. Multiplying numerator and denominator by $n$ and inserting this removes the shape factor:
$$x' = \frac{x^2 - \varepsilon_\infty\ell^2}{n\,x}.$$
In Lean, `hg` differentiates the radicand, `hs` differentiates the square root, and `hnum` is the exchange of $k$ for $x$. Cross-multiplication with `div_eq_div_iff` and a call to `ring` show that the two expressions for the slope agree.

```lean
/-- The solvent sensitivity, the derivative of the resonance wavelength `x` with respect to the
refractive index `n > 0`, is `(x² - einf lp²) / (n x)`. -/
theorem DrudeParticle.hasDerivAt_wavelength (p : DrudeParticle) {n : ℝ} (hn : 0 < n) :
    HasDerivAt p.wavelength
      ((p.wavelength n ^ 2 - p.einf * p.lp ^ 2) / (n * p.wavelength n)) n := by
  have he := p.einf_pos
  have hl := p.lp_pos
  have hk := p.k_pos
  have h0 : 0 < p.einf + p.k * n ^ 2 := by positivity
  have hg : HasDerivAt (fun m : ℝ => p.einf + p.k * m ^ 2) (p.k * (2 * n)) n :=
    (((hasDerivAt_pow 2 n).const_mul p.k).const_add p.einf).congr_deriv (by norm_num)
  have hs : HasDerivAt p.wavelength
      (p.lp * (p.k * (2 * n) / (2 * √(p.einf + p.k * n ^ 2)))) n :=
    (hg.sqrt h0.ne').const_mul p.lp
  refine hs.congr_deriv ?_
  -- the resonance condition trades the shape factor for the wavelength
  have hnum : p.wavelength n ^ 2 - p.einf * p.lp ^ 2 = p.lp ^ 2 * p.k * n ^ 2 := by
    rw [p.wavelength_sq]
    ring
  rw [hnum, DrudeParticle.wavelength, ← mul_div_assoc,
    div_eq_div_iff (by positivity) (by positivity)]
  ring
```

**Q.** Is $k$ held fixed while $n$ varies?

**A.** It is, and so are $\varepsilon_\infty$ and $\ell$. `HasDerivAt p.wavelength` refers to one particle `p`, whose wavelength is a function of $n$ alone. The shape factor disappears from the formula only because $x$ already contains it.

**Q.** In your example the slope stayed below $x/n$. Is that general?

**A.** Within this model, yes. The numerator equals $\ell^2kn^2 > 0$, so $x' > 0$. For the upper bound,
$$\frac{x}{n} - x' = \frac{\varepsilon_\infty\ell^2}{n\,x} > 0.$$
The proof establishes the positive numerator first. For the second inequality it cross-multiplies, and what remains is the positivity of $\varepsilon_\infty\ell^2 n$, supplied as `h1`.

```lean
/-- In a solvent of refractive index `n > 0` the sensitivity is positive and strictly below
the ratio of resonance wavelength to refractive index. -/
theorem DrudeParticle.sensitivity_bounds (p : DrudeParticle) {n : ℝ} (hn : 0 < n) :
    0 < deriv p.wavelength n ∧ deriv p.wavelength n < p.wavelength n / n := by
  have he := p.einf_pos
  have hl := p.lp_pos
  have hk := p.k_pos
  have hx := p.wavelength_pos n
  rw [(p.hasDerivAt_wavelength hn).deriv]
  constructor
  · have hnum : 0 < p.wavelength n ^ 2 - p.einf * p.lp ^ 2 := by
      have h1 : 0 < p.lp ^ 2 * p.k * n ^ 2 := by positivity
      rw [p.wavelength_sq]
      linarith
    exact div_pos hnum (mul_pos hn hx)
  · rw [div_lt_div_iff₀ (mul_pos hn hx) hn]
    have h1 : 0 < p.einf * p.lp ^ 2 * n := by positivity
    nlinarith [h1]
```

**Q.** Since $k$ has dropped out, I conclude that particles with different shape factors, tuned to the same wavelength in the same solvent, are equally sensitive.

**A.** For a single metal there are no such particles. If $\varepsilon_\infty$, $\ell$, $n$ and $x$ agree, then $\ell^2kn^2 = x^2 - \varepsilon_\infty\ell^2$ fixes $k$. "Same metal" is expressed by the hypotheses `he` and `hl`, which equate the two material parameters of particles `p` and `q`. The proof subtracts the two squared-wavelength laws and cancels the non-zero factor $\ell^2n^2$.

```lean
/-- Two particles of the same metal with the same resonance wavelength in the same solvent
(`n > 0`) have the same shape factor. -/
theorem shape_eq_of_same_metal (p q : DrudeParticle) {n : ℝ} (hn : 0 < n)
    (he : p.einf = q.einf) (hl : p.lp = q.lp) (h : p.wavelength n = q.wavelength n) :
    p.k = q.k := by
  have hp := p.wavelength_sq n
  have hq := q.wavelength_sq n
  rw [h, he, hl] at hp
  have h0 : q.lp ^ 2 * n ^ 2 ≠ 0 :=
    mul_ne_zero (pow_ne_zero 2 q.lp_pos.ne') (pow_ne_zero 2 hn.ne')
  exact mul_left_cancel₀ h0 (by linear_combination hq - hp)
```

Different geometries may still share one value of $k$, and the model does not distinguish them.

**Q.** So for one metal, changing the shape factor changes both the wavelength and the sensitivity. In which direction?

**A.** The longer wavelength goes with the higher sensitivity. Write $C = \varepsilon_\infty\ell^2$ for the common metal constant and $x_p < x_q$ for the two wavelengths. Since $x' = (x - C/x)/n$,
$$x_q' - x_p' = \frac{x_q - x_p}{n}\left(1 + \frac{C}{x_p x_q}\right) > 0.$$
Lean works with the version free of denominators. After cross-multiplication the difference of the two sides is $n(x_q - x_p)(x_px_q + C)$, and `nlinarith` receives exactly this positive product.

```lean
/-- Of two particles of the same metal in the same solvent (`n > 0`), the one with the longer
resonance wavelength is the more sensitive. -/
theorem sensitivity_lt_of_same_metal (p q : DrudeParticle) {n : ℝ} (hn : 0 < n)
    (he : p.einf = q.einf) (hl : p.lp = q.lp) (h : p.wavelength n < q.wavelength n) :
    deriv p.wavelength n < deriv q.wavelength n := by
  have hx := p.wavelength_pos n
  have hy := q.wavelength_pos n
  rw [(p.hasDerivAt_wavelength hn).deriv, (q.hasDerivAt_wavelength hn).deriv, he, hl,
    div_lt_div_iff₀ (mul_pos hn hx) (mul_pos hn hy)]
  have hc : 0 < p.wavelength n * q.wavelength n + q.einf * q.lp ^ 2 :=
    add_pos (mul_pos hx hy) (mul_pos q.einf_pos (pow_pos q.lp_pos 2))
  nlinarith [mul_pos (mul_pos hn (sub_pos.mpr h)) hc]
```

**Q.** And if the metals differ?

**A.** Then equal wavelengths are possible with different shape factors, but the sensitivities need not agree. Let $C_p$ and $C_q$ be the values of $\varepsilon_\infty\ell^2$ for the two particles. At a shared wavelength $x$ and index $n$,
$$x_p' - x_q' = \frac{C_q - C_p}{n\,x},$$
so the sensitivities are equal exactly when $C_p = C_q$. The proof inserts the sensitivity formula for both particles, cancels the common denominator with `div_left_inj'`, and leaves a linear equation in each direction.

```lean
/-- Two particles, possibly of different metals, that share their resonance wavelength in one
solvent (`n > 0`) have equal sensitivity there exactly when their products `einf lp²` agree. -/
theorem sensitivity_eq_iff (p q : DrudeParticle) {n : ℝ} (hn : 0 < n)
    (h : p.wavelength n = q.wavelength n) :
    deriv p.wavelength n = deriv q.wavelength n ↔
      p.einf * p.lp ^ 2 = q.einf * q.lp ^ 2 := by
  rw [(p.hasDerivAt_wavelength hn).deriv, (q.hasDerivAt_wavelength hn).deriv, h,
    div_left_inj' (mul_pos hn (q.wavelength_pos n)).ne']
  constructor <;> intro h' <;> linarith
```

**Q.** Suppose I match both wavelength and sensitivity in water. Could another solvent tell the particles apart?

**A.** Not through the resonance wavelength in this model. Write the law as $x^2 = C + Bn^2$ with $B = k\ell^2$. Equal sensitivity gives $C_p = C_q$. Equal wavelength then gives $B_pn^2 = B_qn^2$, hence $B_p = B_q$ because $n > 0$. Both coefficients agree, so the squared wavelengths agree at every index $m$, and so do the positive wavelengths themselves. In the proof `hA` is the equality of the $C$'s and `hB` that of the $B$'s; the last line combines them as $C + Bm^2$.

```lean
/-- Two particles with equal resonance wavelength and equal sensitivity in one solvent (`n > 0`)
have equal resonance wavelengths in every solvent. -/
theorem wavelength_eq_of_match (p q : DrudeParticle) {n : ℝ} (hn : 0 < n)
    (h : p.wavelength n = q.wavelength n)
    (hd : deriv p.wavelength n = deriv q.wavelength n) (m : ℝ) :
    p.wavelength m = q.wavelength m := by
  have hA := (sensitivity_eq_iff p q hn h).mp hd
  have hp := p.wavelength_sq n
  have hq := q.wavelength_sq n
  rw [h] at hp
  -- both coefficients of the linear law for the squared wavelength agree
  have hB : p.k * p.lp ^ 2 = q.k * q.lp ^ 2 :=
    mul_right_cancel₀ (pow_ne_zero 2 hn.ne') (by linear_combination hq - hp - hA)
  refine (sq_eq_sq₀ (p.wavelength_pos m).le (q.wavelength_pos m).le).mp ?_
  rw [p.wavelength_sq, q.wavelength_sq]
  linear_combination hA + m ^ 2 * hB
```

**Q.** Can this happen with different shape factors, or is it another empty comparison?

**A.** It can happen, and the opening example provides it. Particle A has $\varepsilon_\infty = 1$, $\ell = 2$, $k = 3$, so $x^2 = 4(1 + 3n^2) = 4 + 12n^2$.

```lean
/-- A particle with `einf = 1`, `lp = 2` and shape factor `3`. -/
def particleA : DrudeParticle :=
  ⟨1, 2, 3, by norm_num, by norm_num, by norm_num⟩
```

Particle B has $\varepsilon_\infty = 4$, $\ell = 1$, $k = 12$, so $x^2 = 4 + 12n^2$ again.

```lean
/-- A particle with `einf = 4`, `lp = 1` and shape factor `12`. -/
def particleB : DrudeParticle :=
  ⟨4, 1, 12, by norm_num, by norm_num, by norm_num⟩
```

At $n = 1$ the resonance conditions read $1 - 16/4 = -3$ for A and $4 - 16 = -12$ for B, so both resonate at $x = 4$. Both sensitivities are $(16 - 4)/4 = 3$. The proof follows this route: it checks the resonance condition numerically, obtains the wavelength from `isResonant_iff`, and evaluates the sensitivity formula.

```lean
/-- Particles A and B have different shape factors, yet at refractive index `1` both resonate
at wavelength `4` with sensitivity `3`. -/
theorem equal_sensitivity_witness :
    particleA.k ≠ particleB.k ∧
    particleA.wavelength 1 = 4 ∧ particleB.wavelength 1 = 4 ∧
    deriv particleA.wavelength 1 = 3 ∧ deriv particleB.wavelength 1 = 3 := by
  have hA : particleA.wavelength 1 = 4 := ((particleA.isResonant_iff 1 4).mp
    ⟨by norm_num, by norm_num [DrudeParticle.permittivity, particleA]⟩).symm
  have hB : particleB.wavelength 1 = 4 := ((particleB.isResonant_iff 1 4).mp
    ⟨by norm_num, by norm_num [DrudeParticle.permittivity, particleB]⟩).symm
  refine ⟨by norm_num [particleA, particleB], hA, hB, ?_, ?_⟩
  · rw [(particleA.hasDerivAt_wavelength one_pos).deriv, hA]
    norm_num [particleA]
  · rw [(particleB.hasDerivAt_wavelength one_pos).deriv, hB]
    norm_num [particleB]

end

end PlasmonicSensitivity
```

```lean
#print axioms PlasmonicSensitivity.DrudeParticle.sensitivity_bounds
#print axioms PlasmonicSensitivity.shape_eq_of_same_metal
#print axioms PlasmonicSensitivity.sensitivity_lt_of_same_metal
#print axioms PlasmonicSensitivity.wavelength_eq_of_match
```

```
'PlasmonicSensitivity.DrudeParticle.sensitivity_bounds' depends on axioms: [propext, Classical.choice, Quot.sound]
'PlasmonicSensitivity.shape_eq_of_same_metal' depends on axioms: [propext, Classical.choice, Quot.sound]
'PlasmonicSensitivity.sensitivity_lt_of_same_metal' depends on axioms: [propext, Classical.choice, Quot.sound]
'PlasmonicSensitivity.wavelength_eq_of_match' depends on axioms: [propext, Classical.choice, Quot.sound]
```

**Q.** Those are not real metals.

**A.** No. The numbers are chosen for easy arithmetic, in an arbitrary unit of length. They show that the condition $C_p = C_q$ can be met with $k$ different, and say nothing about which pairs of actual metals come close to it.

**Q.** My main doubt remains. I measure an extinction peak, not a solution of `IsResonant`.

**A.** That is the step you have to justify yourself: identifying the measured peak with the $x$ of the resonance condition. It is reasonable for a particle much smaller than the wavelength yet large enough to be described by a bulk permittivity, with weak damping, far from interband transitions, in a solvent whose index hardly varies over the spectral shift. Larger particles bring in retardation and radiation damping. Near interband transitions $\varepsilon_\infty$ is no longer a constant. The sensitivity here also refers to replacing the whole surrounding medium, not to adding a thin molecular layer on the surface.

**Q.** Within those limits, what can I do with it?

**A.** In a quasi-static simulation of a particle with a lossless Drude permittivity and a single shape factor, you can compare the finite-difference slope of the resonance wavelength with $(x^2 - \varepsilon_\infty\ell^2)/(nx)$. You need the material parameters, the solvent index $n$ and the computed $x$, but not $k$. When comparing shapes made of one such metal in the same solvent, you can also expect the redder resonance to have the larger shift per unit of refractive index. That ranks the shifts only; how well a shift can be resolved depends on the linewidth too, which a model without damping does not supply.
